# The Marcus line-shape exponent as the zero-frequency limit of a displaced quantum mode

Let a harmonic mode have frequency w > 0, reorganization energy λ and temperature T > 0, with ħ = k_B = 1. Its line-shape exponent at time t,

g(t) = (λ/w) [coth(w/2T) (cos wt − 1) − i sin wt],

tends to the classical Marcus exponent when the mode softens at fixed λ and T:

g(t) → −λTt² − iλt as w → 0⁺, for every real t.

For λ ≥ 0 and every w > 0, its real part also obeys

Re g(t) ≥ −(λw/2) coth(w/2T) t².

The exponential of g is the vibrational part of the time correlation function that enters golden-rule rates for electron transfer and optical line shapes. The electronic coupling and the phase set by the energy difference between the two potential minima are separate factors, left out here. For a finite set of independent harmonic modes, the results below identify the classical limit of the vibrational part, called the correlation function from here on, and bound how fast its modulus can decay.

```lean
import Mathlib

open Filter Topology

namespace MarcusLineShape

noncomputable section
```

## The exponent of one mode and of a bath

The temperature enters through coth(w/2T) = 2n + 1, where n is the mean thermal occupation of the mode. The function is defined as a quotient of hyperbolic functions.

```lean
/-- The hyperbolic cotangent, defined as the quotient `cosh x / sinh x`. -/
def coth (x : ℝ) : ℝ := Real.cosh x / Real.sinh x
```

The reorganization energy λ is the energy released when the mode relaxes from its old equilibrium position to the new one after the electronic transition. The prefactor λ/w is the Huang–Rhys factor, the mean number of quanta created by the displacement from the ground state. Holding λ > 0 fixed while w → 0 therefore means that this number grows without bound. At fixed T the ratio w/T also tends to zero, and this is what makes the mode classical.

In `lineExponent`, the arguments `lam`, `T`, `w` and `t` are real and the value is complex. The formula is the starting point here and is not derived from a Hamiltonian. It describes a mode whose equilibrium position shifts but whose frequency does not, initially in thermal equilibrium, with an electronic coupling independent of the coordinate.

```lean
/-- Line-shape exponent at time `t` of one displaced quantum mode with reorganization energy
`lam` and frequency `w` at temperature `T`, in units where `ħ` and `k_B` are one. -/
def lineExponent (lam T w t : ℝ) : ℂ :=
  ((lam / w : ℝ) : ℂ) *
    (((coth (w / (2 * T)) * (Real.cos (w * t) - 1) : ℝ) : ℂ)
      - Complex.I * ((Real.sin (w * t) : ℝ) : ℂ))
```

Independent modes contribute factors to the correlation function, so their exponents add. A bath is a finite family of modes indexed by j in `ι`, each with its own λ_j and w_j, all at the same temperature.

```lean
/-- Line-shape exponent of a finite bath of independent modes. -/
def bathExponent {ι : Type*} [Fintype ι] (lam : ι → ℝ) (T : ℝ) (w : ι → ℝ) (t : ℝ) : ℂ :=
  ∑ j, lineExponent (lam j) T (w j) t
```

The target of the limit is

M(t) = −λTt² − iλt.

The first term gives Gaussian decay in time, and the second a phase rotating at the reorganization energy. With the Fourier convention ∫ exp(iEt) exp(M(t)) dt, the corresponding spectrum is a Gaussian in E centred at λ with variance 2λT. In absorption, E is the photon energy minus the energy difference between the two potential minima; in electron transfer, it is the drop in energy from the initial minimum to the final one.

```lean
/-- The classical Marcus exponent `-lam T t ^ 2 - i lam t`. -/
def marcusExponent (lam T t : ℝ) : ℂ :=
  -((lam : ℂ) * (T : ℂ) * (t : ℂ) ^ 2) - Complex.I * (lam : ℂ) * (t : ℂ)
```

## Real and imaginary parts

For x > 0 both cosh x and sinh x are positive, hence coth x > 0. This is used in the lower bound and, in the weaker form coth x ≠ 0, in locating the zeros of the real part.

```lean
lemma coth_pos {x : ℝ} (hx : 0 < x) : 0 < coth x :=
  div_pos (Real.cosh_pos x) (Real.sinh_pos_iff.2 hx)
```

Everything in the square bracket of g is real except the factor i, so

Re g(t) = (λ/w) coth(w/2T) (cos wt − 1).

```lean
lemma lineExponent_re (lam T w t : ℝ) :
    (lineExponent lam T w t).re
      = lam / w * (coth (w / (2 * T)) * (Real.cos (w * t) - 1)) := by
  rw [lineExponent, Complex.re_ofReal_mul, Complex.sub_re, Complex.ofReal_re,
    Complex.I_mul_re, Complex.ofReal_im]
  ring
```

In the same way,

Im g(t) = −(λ/w) sin wt.

```lean
lemma lineExponent_im (lam T w t : ℝ) :
    (lineExponent lam T w t).im = -(lam / w * Real.sin (w * t)) := by
  rw [lineExponent, Complex.im_ofReal_mul, Complex.sub_im, Complex.ofReal_im,
    Complex.I_mul_im, Complex.ofReal_re]
  ring
```

## Three elementary limits

If f(0) = 0 and f′(0) = c, then the difference quotient at zero is f(x)/x, and

f(x)/x → c as x → 0, x ≠ 0.

In Lean, the filter `𝓝[≠] 0` expresses this approach to zero from either side without reaching it.

```lean
lemma tendsto_div_self {g : ℝ → ℝ} {c : ℝ} (hg : HasDerivAt g c 0) (h0 : g 0 = 0) :
    Tendsto (fun x => g x / x) (𝓝[≠] 0) (𝓝 c) := by
  refine hg.tendsto_slope_zero.congr fun x => ?_
  simp [h0, div_eq_inv_mul]
```

The derivative of sin(cx) at x = 0 is c cos 0 = c, so

sin(cx)/x → c.

```lean
lemma tendsto_sin_div (c : ℝ) :
    Tendsto (fun x : ℝ => Real.sin (x * c) / x) (𝓝[≠] 0) (𝓝 c) := by
  refine tendsto_div_self (g := fun x => Real.sin (x * c)) ?_ (by simp)
  simpa using (hasDerivAt_mul_const c : HasDerivAt (fun x : ℝ => x * c) c 0).sin
```

The derivative of sinh(cx) at x = 0 is c cosh 0 = c, so

sinh(cx)/x → c.

```lean
lemma tendsto_sinh_div (c : ℝ) :
    Tendsto (fun x : ℝ => Real.sinh (x * c) / x) (𝓝[≠] 0) (𝓝 c) := by
  refine tendsto_div_self (g := fun x => Real.sinh (x * c)) ?_ (by simp)
  simpa using (hasDerivAt_mul_const c : HasDerivAt (fun x : ℝ => x * c) c 0).sinh
```

The cosine needs second order. The half-angle identity cos(cx) = 1 − 2 sin²(cx/2) reduces it to the sine limit:

(cos(cx) − 1)/x² = −2 [sin(cx/2)/x]² → −2(c/2)² = −c²/2.

The proof squares the sine limit, multiplies it by −2, and then checks the identity under `congr`.

```lean
lemma tendsto_cos_sub_one_div_sq (c : ℝ) :
    Tendsto (fun x : ℝ => (Real.cos (x * c) - 1) / x ^ 2) (𝓝[≠] 0) (𝓝 (-2 * (c / 2) ^ 2)) := by
  refine (((tendsto_sin_div (c / 2)).pow 2).const_mul (-2)).congr fun x => ?_
  -- half-angle identity
  have h : Real.cos (x * c) = 1 - 2 * Real.sin (x * (c / 2)) ^ 2 := by
    have h2 := Real.cos_two_mul (x * (c / 2))
    rw [show 2 * (x * (c / 2)) = x * c by ring] at h2
    linarith [Real.sin_sq_add_cos_sq (x * (c / 2))]
  rw [h]
  ring
```

## A single mode softens

In the real part, the thermal factor diverges like 2T/w while cos wt − 1 vanishes like w². With the prefactor λ/w, the powers of w cancel. To make this explicit, put a = 1/(2T) and distribute the powers:

Re g(t) = λ · cosh(aw) / [sinh(aw)/w] · (cos wt − 1)/w².

The three w-dependent factors have the limits cosh(aw) → 1, sinh(aw)/w → a and (cos wt − 1)/w² → −t²/2. Therefore

Re g(t) → λ · (1/a) · (−t²/2) = λ · 2T · (−t²/2) = −λTt².

The imaginary part is simpler:

Im g(t) = −λ · sin(wt)/w → −λt.

The theorem states this for each fixed t, any real λ and any T > 0. The filter `𝓝[>] 0` means that w approaches zero through positive values. In the proof, `hre` combines the three factors, and its local identity `key` matches them to the original formula where sinh(aw) ≠ 0. The step `him` treats the imaginary part, and `Complex.re_add_im` puts the two together.

```lean
/-- As the mode frequency tends to zero from above, the quantum line-shape exponent tends to
the classical Marcus exponent at every time. -/
theorem lineExponent_tendsto (lam : ℝ) {T : ℝ} (hT : 0 < T) (t : ℝ) :
    Tendsto (fun w => lineExponent lam T w t) (𝓝[>] 0) (𝓝 (marcusExponent lam T t)) := by
  have hle : 𝓝[>] (0 : ℝ) ≤ 𝓝[≠] 0 :=
    nhdsWithin_mono 0 (fun x (hx : 0 < x) => hx.ne')
  have ha : 0 < 1 / (2 * T) := by positivity
  have hcosh : Tendsto (fun w : ℝ => Real.cosh (w * (1 / (2 * T)))) (𝓝[≠] 0) (𝓝 1) := by
    have hc : Continuous (fun w : ℝ => Real.cosh (w * (1 / (2 * T)))) :=
      Real.continuous_cosh.comp (continuous_id.mul continuous_const)
    exact (hc.tendsto' 0 1 (by simp)).mono_left nhdsWithin_le_nhds
  -- real part: the thermal factor grows like 1/w, the cosine term shrinks like w^2
  have hre : Tendsto (fun w => (lineExponent lam T w t).re) (𝓝[>] 0)
      (𝓝 (-(lam * T * t ^ 2))) := by
    have h : Tendsto (fun w : ℝ => lam * (Real.cosh (w * (1 / (2 * T))) /
        (Real.sinh (w * (1 / (2 * T))) / w) * ((Real.cos (w * t) - 1) / w ^ 2)))
        (𝓝[≠] 0) (𝓝 (lam * (1 / (1 / (2 * T)) * (-2 * (t / 2) ^ 2)))) :=
      ((hcosh.div (tendsto_sinh_div _) ha.ne').mul (tendsto_cos_sub_one_div_sq t)).const_mul lam
    have e : lam * (1 / (1 / (2 * T)) * (-2 * (t / 2) ^ 2)) = -(lam * T * t ^ 2) := by
      rw [one_div_one_div]
      ring
    rw [e] at h
    refine (h.mono_left hle).congr' ?_
    filter_upwards [self_mem_nhdsWithin] with w hw
    have hw' : 0 < w := hw
    have hS : Real.sinh (w * (1 / (2 * T))) ≠ 0 := (Real.sinh_pos_iff.2 (mul_pos hw' ha)).ne'
    have key : ∀ S C D : ℝ, S ≠ 0 →
        lam * (C / (S / w) * (D / w ^ 2)) = lam / w * (C / S * D) := by
      intro S C D hS
      field_simp
    rw [lineExponent_re, coth, show w / (2 * T) = w * (1 / (2 * T)) by ring]
    exact key _ _ _ hS
  -- imaginary part: the slope of the sine
  have him : Tendsto (fun w => (lineExponent lam T w t).im) (𝓝[>] 0) (𝓝 (-(lam * t))) := by
    refine (((tendsto_sin_div t).const_mul lam).neg.mono_left hle).congr fun w => ?_
    rw [lineExponent_im]
    ring
  have h2 : Tendsto (fun w => lineExponent lam T w t) (𝓝[>] 0)
      (𝓝 (((-(lam * T * t ^ 2) : ℝ) : ℂ) + ((-(lam * t) : ℝ) : ℂ) * Complex.I)) :=
    (((Complex.continuous_ofReal.tendsto _).comp hre).add
      (((Complex.continuous_ofReal.tendsto _).comp him).mul_const Complex.I)).congr
      fun w => Complex.re_add_im _
  have e : marcusExponent lam T t
      = ((-(lam * T * t ^ 2) : ℝ) : ℂ) + ((-(lam * t) : ℝ) : ℂ) * Complex.I := by
    rw [marcusExponent]
    push_cast
    ring
  rw [e]
  exact h2
```

## A whole bath softens

Suppose that every frequency w_j tends to zero from above, possibly at different rates. Adding the single-mode limits gives

Σ_j g_j(t) → Σ_j (−λ_j T t² − iλ_j t) = −ΛTt² − iΛt, with Λ = Σ_j λ_j,

because the Marcus exponent is linear in the reorganization energy. Continuity of the exponential then gives

exp(Σ_j g_j(t)) → exp(−ΛTt² − iΛt).

Only the total reorganization energy survives; its distribution over the modes does not matter.

In the statement, `a` labels the successive baths and the filter `l` says how `a` moves, for instance an integer going to infinity. Hypothesis `hw` requires each frequency to tend to zero and to be eventually positive. The number of modes stays fixed. The proof sums the single-mode limits with `tendsto_finsetSum`, uses the linearity recorded in `h1`, and composes with the exponential.

```lean
/-- If all frequencies of a finite bath tend to zero from above, each in its own way, the time
correlation function tends to the Marcus one with the total reorganization energy. -/
theorem bath_correlation_tendsto {ι α : Type*} [Fintype ι] {l : Filter α} (lam : ι → ℝ)
    (w : α → ι → ℝ) {T : ℝ} (hT : 0 < T)
    (hw : ∀ j, Tendsto (fun a => w a j) l (𝓝[>] 0)) (t : ℝ) :
    Tendsto (fun a => Complex.exp (bathExponent lam T (w a) t)) l
      (𝓝 (Complex.exp (marcusExponent (∑ j, lam j) T t))) := by
  have h : Tendsto (fun a => bathExponent lam T (w a) t) l
      (𝓝 (∑ j, marcusExponent (lam j) T t)) :=
    tendsto_finsetSum Finset.univ
      (fun j _ => (lineExponent_tendsto (lam j) hT t).comp (hw j))
  -- the Marcus exponent is linear in the reorganization energy
  have h1 : ∀ L : ℝ, marcusExponent L T t
      = (L : ℂ) * (-((T : ℂ) * (t : ℂ) ^ 2) - Complex.I * (t : ℂ)) := by
    intro L
    rw [marcusExponent]
    ring
  have e : marcusExponent (∑ j, lam j) T t = ∑ j, marcusExponent (lam j) T t := by
    simp only [h1, Complex.ofReal_sum, Finset.sum_mul]
  rw [e]
  exact (Complex.continuous_exp.tendsto _).comp h
```

The hypothesis that the modes soften cannot simply be dropped. Take one mode with λ > 0 and keep its frequency at w = 1. At t = 2π its exponent is zero and its correlation function equals 1, whereas the Marcus function has modulus exp(−4π²λT) < 1.

The smallest bath has no modes at all: both exponents are then zero, and both correlation functions equal 1 at all times.

The convergence is pointwise in time; carrying it over to rates would take a further argument about the time integral.

## A quadratic floor for the real part

For every real x, cos x ≥ 1 − x²/2. Setting x = wt gives

cos wt − 1 ≥ −w²t²/2.

When λ ≥ 0, the factor (λ/w) coth(w/2T) is non-negative, so multiplying by it preserves the inequality:

Re g(t) ≥ (λ/w) coth(w/2T) · (−w²t²/2) = −(λw/2) coth(w/2T) t².

The two uses of `mul_le_mul_of_nonneg_left` are the multiplications by coth(w/2T) and by λ/w.

```lean
/-- For `lam ≥ 0` and positive `T` and `w`, the real part of the exponent at every time is at least
`-(lam w / 2) coth (w / (2 T)) t ^ 2`. -/
theorem lineExponent_re_ge {lam T w : ℝ} (hlam : 0 ≤ lam) (hT : 0 < T) (hw : 0 < w) (t : ℝ) :
    -(lam * w / 2) * coth (w / (2 * T)) * t ^ 2 ≤ (lineExponent lam T w t).re := by
  have hc : 0 < coth (w / (2 * T)) := coth_pos (by positivity)
  have hcos : 1 - (w * t) ^ 2 / 2 ≤ Real.cos (w * t) := Real.one_sub_sq_div_two_le_cos
  have key : ∀ C : ℝ, -(lam * w / 2) * C * t ^ 2 = lam / w * (C * (-((w * t) ^ 2 / 2))) := by
    intro C
    field_simp
  rw [lineExponent_re, key]
  exact mul_le_mul_of_nonneg_left (mul_le_mul_of_nonneg_left (by linarith) hc.le)
    (div_nonneg hlam hw.le)
```

The sign of λ matters here. A negative λ is not a physical reorganization energy, but the formula accepts it. With λ = −1, w = 1 and t = 2π, the real part is zero, but the proposed lower bound is the positive number 2π² coth(1/2T).

In the soft-mode limit (w/2) coth(w/2T) → T, so the floor itself tends to −λTt², the real part of the Marcus exponent.

## A Gaussian below the bath correlation function

Since |exp z| = exp(Re z), adding the bounds for all modes and exponentiating gives

|exp(Σ_j g_j(t))| ≥ exp[−(t²/2) Σ_j λ_j w_j coth(w_j/2T)].

At finite frequency, the modulus therefore never falls below this Gaussian. All λ_j are assumed non-negative and all w_j positive. In Lean, `Complex.norm_exp` turns the modulus into a real exponential, and `Finset.sum_le_sum` adds the single-mode inequalities.

```lean
/-- If all `lam j` are non-negative and `T` and all `w j` are positive, the modulus of the bath
correlation function is bounded below by a Gaussian in time whose width is set by the sum of `lam w
coth (w / (2 T))` over the modes. -/
theorem bath_correlation_norm_ge {ι : Type*} [Fintype ι] {lam w : ι → ℝ} {T : ℝ}
    (hlam : ∀ j, 0 ≤ lam j) (hT : 0 < T) (hw : ∀ j, 0 < w j) (t : ℝ) :
    Real.exp (-(t ^ 2 / 2) * ∑ j, lam j * w j * coth (w j / (2 * T)))
      ≤ ‖Complex.exp (bathExponent lam T w t)‖ := by
  rw [Complex.norm_exp, bathExponent, Complex.re_sum, Finset.mul_sum]
  refine Real.exp_le_exp.2 (Finset.sum_le_sum fun j _ => ?_)
  refine le_trans (le_of_eq ?_) (lineExponent_re_ge (hlam j) hT (hw j) t)
  ring
```

## The coefficient at short times

The limit for the cosine can also be taken in t at fixed w:

Re g(t)/t² = (λ/w) coth(w/2T) · (cos wt − 1)/t² → (λ/w) coth(w/2T) · (−w²/2) = −(λw/2) coth(w/2T).

This is exactly the coefficient of the quadratic floor, so no smaller decay coefficient could serve in a bound valid at all times. The theorem applies `tendsto_cos_sub_one_div_sq` again, with the roles of frequency and time exchanged.

```lean
/-- The real part of the exponent divided by `t ^ 2` tends to
`-(lam w / 2) coth (w / (2 T))` at short times. -/
theorem lineExponent_re_short_time (lam T : ℝ) {w : ℝ} (hw : 0 < w) :
    Tendsto (fun t => (lineExponent lam T w t).re / t ^ 2) (𝓝[≠] 0)
      (𝓝 (-(lam * w / 2) * coth (w / (2 * T)))) := by
  have key : ∀ C : ℝ, -(lam * w / 2) * C = lam / w * C * (-2 * (w / 2) ^ 2) := by
    intro C
    have h : lam / w * w = lam := div_mul_cancel₀ lam hw.ne'
    linear_combination (C * w / 2) * h
  rw [key]
  refine ((tendsto_cos_sub_one_div_sq w).const_mul _).congr fun t => ?_
  rw [lineExponent_re, mul_comm w t]
  ring
```

## Complete rephasing of one mode

For λ, T and w all positive, the prefactor (λ/w) coth(w/2T) is non-zero. The real part therefore vanishes exactly when cos wt = 1, that is, when

wt = 2πn for some integer n.

At these times the correlation function of the single mode recovers modulus 1. The Marcus function with λ, T > 0 has modulus 1 only at t = 0; as w → 0⁺, the first return time 2π/w moves off to infinity. The proof removes the two non-zero factors and applies `Real.cos_eq_one_iff`.

```lean
/-- For a single mode with positive `lam`, `T` and `w`, the real part of the exponent vanishes
exactly at those times for which `w t` is an integer multiple of `2 π`. -/
theorem lineExponent_re_eq_zero_iff {lam T w : ℝ} (hlam : 0 < lam) (hT : 0 < T) (hw : 0 < w)
    (t : ℝ) :
    (lineExponent lam T w t).re = 0 ↔ ∃ n : ℤ, (n : ℝ) * (2 * Real.pi) = w * t := by
  have h1 : lam / w ≠ 0 := (div_pos hlam hw).ne'
  have h2 : coth (w / (2 * T)) ≠ 0 := (coth_pos (by positivity)).ne'
  rw [lineExponent_re, mul_eq_zero, or_iff_right h1, mul_eq_zero, or_iff_right h2,
    sub_eq_zero, Real.cos_eq_one_iff]

end

end MarcusLineShape
```

```lean
#print axioms MarcusLineShape.lineExponent_tendsto
#print axioms MarcusLineShape.bath_correlation_tendsto
#print axioms MarcusLineShape.lineExponent_re_short_time
#print axioms MarcusLineShape.lineExponent_re_eq_zero_iff
```

```
'MarcusLineShape.lineExponent_tendsto' depends on axioms: [propext, Classical.choice, Quot.sound]
'MarcusLineShape.bath_correlation_tendsto' depends on axioms: [propext, Classical.choice, Quot.sound]
'MarcusLineShape.lineExponent_re_short_time' depends on axioms: [propext, Classical.choice, Quot.sound]
'MarcusLineShape.lineExponent_re_eq_zero_iff' depends on axioms: [propext, Classical.choice, Quot.sound]
```
